# Counting GUGA step vectors with a given total

For $b\le a$, the number of step vectors on $K$ orbitals with total $(a,b)$ is

$$N_K(a,b)=\frac{a-b+1}{K+1}\binom{K+1}{a+1}\binom{K+1}{b}.$$

A step vector assigns to each orbital one of the steps $(0,0)$, $(1,0)$, $(0,1)$, $(1,1)$: empty, singly occupied with the spin raised, singly occupied with the spin lowered, or doubly occupied. Every partial sum must have first coordinate at least the second. With $n$ electrons and total spin $S$, $a+b=n$ and $a-b=2S$; these are not Paldus's labels $a,b,c$.

In the graphical unitary group approach (GUGA), step vectors label spin-adapted configuration state functions, so this is the dimension of the full CI space for $n$ electrons with total spin $S$ and one fixed spin projection, for a finite orbital set without spatial symmetry. That identification is taken from the physics; the theorem concerns the sequences.

## No intermediate spin is negative

After the lowest $k$ orbitals, the difference of the two coordinates is twice the intermediate spin. `Admissible` requires it to be nonnegative for every $k\le K$. `IsStepVector` adds the prescribed total, and `numStepVectors` is the cardinality of the resulting set. Orbitals are indexed by `Fin K`, in a fixed order.

```lean
import Mathlib

open Finset

namespace GUGAStepVectors

/-- The four ways an orbital can be coupled in a step vector: empty, singly occupied with
the spin raised, singly occupied with the spin lowered, or doubly occupied. -/
inductive Step
  | empty
  | up
  | down
  | double
  deriving DecidableEq

/-- There are finitely many steps, namely the four listed ones. -/
instance : Fintype Step where
  elems := {.empty, .up, .down, .double}
  complete := by
    intro s
    cases s <;> simp

/-- The first coordinate of a step: 1 for `up` and `double`, otherwise 0. -/
def Step.plus : Step → ℕ
  | .empty => 0
  | .up => 1
  | .down => 0
  | .double => 1

/-- The second coordinate of a step: 1 for `down` and `double`, otherwise 0. -/
def Step.minus : Step → ℕ
  | .empty => 0
  | .up => 0
  | .down => 1
  | .double => 1

/-- The sum of a step coordinate `f` over the lowest `k` orbitals. -/
def partialSum {K : ℕ} (f : Step → ℕ) (d : Fin K → Step) (k : ℕ) : ℕ :=
  ∑ i : Fin K, if i.val < k then f (d i) else 0

/-- Every partial sum has first coordinate at least the second. -/
def Admissible {K : ℕ} (d : Fin K → Step) : Prop :=
  ∀ k ≤ K, partialSum Step.minus d k ≤ partialSum Step.plus d k

/-- An admissible sequence of orbital couplings with total `(a, b)`. -/
def IsStepVector {K : ℕ} (d : Fin K → Step) (a b : ℕ) : Prop :=
  partialSum Step.plus d K = a ∧ partialSum Step.minus d K = b ∧ Admissible d

/-- The number of step vectors on `K` orbitals with total `(a, b)`. -/
noncomputable def numStepVectors (K a b : ℕ) : ℕ :=
  Nat.card {d : Fin K → Step // IsStepVector d a b}

/-- Add one more orbital, coupled by the step `s`, on top of `d`. -/
def extend {K : ℕ} (d : Fin K → Step) (s : Step) : Fin (K + 1) → Step :=
  Fin.snoc (α := fun _ => Step) d s
```

Without this condition the two coordinates could be chosen independently, giving $\binom Ka\binom Kb$ sequences. For $K=2$ and total $(1,1)$ that is 4, while the formula gives 3: the sequence "down, up" is excluded.

## The final spin is nonnegative: $b\le a$

By hand, remove the last orbital. The shorter sequence is still admissible. Conversely, adding a step to an admissible sequence creates only one new partial sum, the total, and $b\le a$ makes it acceptable. Hence, for $b\le a$,

$$N_{K+1}(a+1,b+1)=N_K(a+1,b+1)+N_K(a,b+1)+N_K(a+1,b)+N_K(a,b).$$

In Lean, `isStepVector_extend` uses the hypothesis for that new partial sum. `numStepVectors_succ` turns removal into a bijection, and `sum_step` writes out the four terms.

```lean
/-- For `b ≤ a`, an extended sequence is a step vector with total `(a, b)` exactly when the
shorter one is admissible and its total plus the new step is `(a, b)`. -/
theorem isStepVector_extend {K a b : ℕ} (h : b ≤ a) (d : Fin K → Step) (s : Step) :
    IsStepVector (extend d s) a b ↔
      partialSum Step.plus d K + s.plus = a ∧ partialSum Step.minus d K + s.minus = b ∧
        Admissible d := by
  have ext : ∀ f k, partialSum f (extend d s) k =
      partialSum f d k + if K < k then f s else 0 := by
    intro f k
    simp [partialSum, extend, Fin.sum_univ_castSucc]
  have full : ∀ f, partialSum f d (K + 1) = partialSum f d K := by
    intro f
    refine Finset.sum_congr rfl fun i _ => ?_
    have hi := i.isLt
    rw [if_pos (by omega), if_pos hi]
  have top : ∀ f, partialSum f (extend d s) (K + 1) = partialSum f d K + f s := by
    intro f
    rw [ext, full, if_pos (Nat.lt_succ_self K)]
  have low : ∀ f k, k ≤ K → partialSum f (extend d s) k = partialSum f d k := by
    intro f k hk
    rw [ext, if_neg (by omega), add_zero]
  unfold IsStepVector Admissible
  rw [top Step.plus, top Step.minus]
  constructor
  · rintro ⟨h1, h2, h3⟩
    refine ⟨h1, h2, fun k hk => ?_⟩
    have h4 := h3 k (by omega)
    rwa [low Step.minus k hk, low Step.plus k hk] at h4
  · rintro ⟨h1, h2, h3⟩
    refine ⟨h1, h2, fun k hk => ?_⟩
    rcases Nat.lt_or_ge K k with hk' | hk'
    · obtain rfl : k = K + 1 := by omega
      rw [top Step.minus, top Step.plus, h1, h2]
      exact h
    · rw [low Step.minus k hk', low Step.plus k hk']
      exact h3 k hk'

/-- Step vectors on `K + 1` orbitals are counted by sorting them according to the coupling
of the last orbital. -/
theorem numStepVectors_succ {K a b : ℕ} (h : b ≤ a) :
    numStepVectors (K + 1) a b = ∑ s : Step, Nat.card {d : Fin K → Step //
      partialSum Step.plus d K + s.plus = a ∧ partialSum Step.minus d K + s.minus = b ∧
        Admissible d} := by
  have e : Function.Bijective (fun y : (Σ s : Step, {d : Fin K → Step //
      partialSum Step.plus d K + s.plus = a ∧ partialSum Step.minus d K + s.minus = b ∧
        Admissible d}) =>
      (⟨extend y.2.1 y.1, (isStepVector_extend h y.2.1 y.1).2 y.2.2⟩ :
        {d : Fin (K + 1) → Step // IsStepVector d a b})) := by
    constructor
    · rintro ⟨s, d, hd⟩ ⟨t, c, hc⟩ hyp
      have hyp' : extend d s = extend c t := congrArg Subtype.val hyp
      have hs : s = t := by simpa [extend] using congrFun hyp' (Fin.last K)
      have hdc : d = c := funext fun i => by
        simpa [extend] using congrFun hyp' i.castSucc
      subst hs
      subst hdc
      rfl
    · rintro ⟨d, hd⟩
      have hx : extend (fun i : Fin K => d i.castSucc) (d (Fin.last K)) = d := by
        funext i
        refine Fin.lastCases ?_ (fun j => ?_) i <;> simp [extend]
      exact ⟨⟨d (Fin.last K), fun i => d i.castSucc,
        (isStepVector_extend h _ _).1 (by rw [hx]; exact hd)⟩, Subtype.ext hx⟩
  rw [numStepVectors, ← Nat.card_congr (Equiv.ofBijective _ e), Nat.card_sigma]

/-- A sum over the couplings of one orbital has four terms. -/
theorem sum_step (f : Step → ℕ) :
    ∑ s, f s = f .empty + f .up + f .down + f .double := by
  have hu : (Finset.univ : Finset Step) = {.empty, .up, .down, .double} := rfl
  rw [hu]
  simp [add_assoc]

/-- For `b ≤ a`, the four-term recurrence for the number of step vectors with total `(a + 1, b + 1)`
when one orbital is added. -/
theorem numStepVectors_succ_succ {K a b : ℕ} (h : b ≤ a) :
    numStepVectors (K + 1) (a + 1) (b + 1) =
      numStepVectors K (a + 1) (b + 1) + numStepVectors K a (b + 1) +
        numStepVectors K (a + 1) b + numStepVectors K a b := by
  rw [numStepVectors_succ (by omega), sum_step]
  simp only [numStepVectors, IsStepVector, Step.plus, Step.minus, add_zero,
    Nat.add_right_cancel_iff]
```

If $b=a$, the term $N_K(a,a+1)$ lies beyond the boundary and is zero.

```lean
/-- There is no step vector whose total has second coordinate above the first. -/
theorem numStepVectors_eq_zero {K a b : ℕ} (h : a < b) : numStepVectors K a b = 0 := by
  have he : IsEmpty {d : Fin K → Step // IsStepVector d a b} := by
    refine ⟨?_⟩
    rintro ⟨d, h1, h2, h3⟩
    have h4 := h3 K le_rfl
    omega
  exact Nat.card_of_isEmpty
```

For $b=0$ only empty and up steps occur. Thus $N_{K+1}(a+1,0)=N_K(a+1,0)+N_K(a,0)$, with $N_K(0,0)=1$ and $N_0(a+1,0)=0$. This is Pascal's rule, so $N_K(a,0)=\binom Ka$.

```lean
/-- With total `(a, 0)` the step vectors are counted by the binomial coefficient
`K` over `a`. -/
theorem numStepVectors_zero_right (K a : ℕ) : numStepVectors K a 0 = K.choose a := by
  induction K generalizing a with
  | zero =>
    rcases a with _ | a
    · rw [Nat.choose_zero_right]
      exact Nat.card_eq_one_iff_unique.2 ⟨inferInstance,
        ⟨⟨fun i => i.elim0, by simp [IsStepVector, Admissible, partialSum]⟩⟩⟩
    · simp [numStepVectors, IsStepVector, partialSum]
  | succ K ih =>
    rcases a with _ | a
    · have r : numStepVectors (K + 1) 0 0 = numStepVectors K 0 0 := by
        rw [numStepVectors_succ le_rfl, sum_step]
        simp only [numStepVectors, IsStepVector, Step.plus, Step.minus, add_zero,
          Nat.add_eq_zero_iff, one_ne_zero, and_false, false_and, Nat.card_of_isEmpty]
      rw [r, ih, Nat.choose_zero_right, Nat.choose_zero_right]
    · have r : numStepVectors (K + 1) (a + 1) 0 =
          numStepVectors K (a + 1) 0 + numStepVectors K a 0 := by
        rw [numStepVectors_succ (Nat.zero_le _), sum_step]
        simp only [numStepVectors, IsStepVector, Step.plus, Step.minus, add_zero,
          Nat.add_right_cancel_iff, Nat.add_eq_zero_iff, one_ne_zero, and_false, false_and,
          Nat.card_of_isEmpty]
      rw [r, ih, ih, Nat.choose_succ_succ' K a, add_comm]
```

For general $b$, set $\binom K{-1}=0$ and

$$D_K(a,b)=\binom Ka\binom Kb-\binom K{a+1}\binom K{b-1}.$$

Pascal's rule in each factor gives

$$\begin{aligned}D_{K+1}(a+1,b+1)={}&\left[\tbinom K{a+1}+\tbinom Ka\right]\left[\tbinom K{b+1}+\tbinom Kb\right]\\&-\left[\tbinom K{a+2}+\tbinom K{a+1}\right]\left[\tbinom Kb+\tbinom K{b-1}\right].\end{aligned}$$

Multiplied out, this is $D_K(a+1,b+1)+D_K(a,b+1)+D_K(a+1,b)+D_K(a,b)$, the same recurrence. At $K=0$ both $N_0(a,b+1)$ and $D_0(a,b+1)$ vanish, and on the boundary $D_K(a,a+1)=0$. Induction gives $N_K=D_K$ for $b\le a$.

`numStepVectors_det` states this for total $(a,b+1)$, with the negative product moved to the left. Its hypothesis `b ≤ a` therefore includes the boundary; `linarith` combines the induction hypotheses.

```lean
/-- For `b ≤ a`, the number of step vectors with total `(a, b + 1)` is a two-by-two determinant of
binomial coefficients, written here without subtraction. -/
theorem numStepVectors_det (K a b : ℕ) (h : b ≤ a) :
    numStepVectors K a (b + 1) + K.choose (a + 1) * K.choose b =
      K.choose a * K.choose (b + 1) := by
  induction K generalizing a b with
  | zero => simp [numStepVectors, IsStepVector, partialSum]
  | succ K ih =>
    rcases Nat.eq_or_lt_of_le h with hab | hab
    · -- on the forbidden boundary both products coincide
      subst hab
      rw [numStepVectors_eq_zero (Nat.lt_succ_self _), zero_add, mul_comm]
    · obtain ⟨a, rfl⟩ : ∃ c, a = c + 1 := ⟨a - 1, by omega⟩
      have hb : b ≤ a := by omega
      have i1 := ih (a + 1) b h
      have i2 := ih a b hb
      rw [numStepVectors_succ_succ hb]
      -- Pascal's rule reproduces the four-term recurrence
      rcases b with _ | b
      · rw [Nat.choose_zero_right] at i1 i2
        rw [numStepVectors_zero_right, numStepVectors_zero_right,
          Nat.choose_succ_succ' K (a + 1), Nat.choose_succ_succ' K a,
          Nat.choose_succ_succ' K 0, Nat.choose_zero_right (K + 1),
          Nat.choose_zero_right K]
        linarith
      · have i3 := ih (a + 1) b (by omega)
        have i4 := ih a b (by omega)
        rw [Nat.choose_succ_succ' K (a + 1), Nat.choose_succ_succ' K a,
          Nat.choose_succ_succ' K (b + 1), Nat.choose_succ_succ' K b]
        linarith
```

Now put $P=\binom{K+1}{a+1}$ and $Q=\binom{K+1}{b}$. Absorption gives

$$\tbinom Ka=\tfrac{a+1}{K+1}P,\quad \tbinom K{a+1}=\tfrac{K-a}{K+1}P,\quad \tbinom Kb=\tfrac{K+1-b}{K+1}Q,\quad \tbinom K{b-1}=\tfrac b{K+1}Q,$$

so that

$$D_K(a,b)=\frac{(a+1)(K+1-b)-(K-a)b}{(K+1)^2}PQ=\frac{a-b+1}{K+1}PQ.$$

In `weyl_paldus`, `absorb` supplies the first and last of these identities, Pascal's rule accounts for the other two, and `linear_combination` does the algebra. The equation is over ℚ, so neither subtraction nor division is truncated.

```lean
/-- Weyl–Paldus formula: the number of step vectors on `K` orbitals with total `(a, b)`,
for `b ≤ a`. -/
theorem weyl_paldus (K a b : ℕ) (h : b ≤ a) :
    (numStepVectors K a b : ℚ) =
      ((a : ℚ) - b + 1) * (K + 1).choose (a + 1) * (K + 1).choose b / (K + 1) := by
  have absorb : ∀ c : ℕ, ((K : ℚ) + 1) * K.choose c =
      (K.choose c + K.choose (c + 1)) * (c + 1) := by
    intro c
    have hc := Nat.add_one_mul_choose_eq K c
    rw [Nat.choose_succ_succ' K c] at hc
    exact_mod_cast hc
  have hp := absorb a
  rw [eq_div_iff (by positivity)]
  rcases b with _ | b
  · rw [numStepVectors_zero_right, Nat.choose_succ_succ' K a, Nat.choose_zero_right]
    push_cast
    linear_combination hp
  · have hq := absorb b
    have hd : (numStepVectors K a (b + 1) : ℚ) + K.choose (a + 1) * K.choose b =
        K.choose a * K.choose (b + 1) := by
      exact_mod_cast numStepVectors_det K a b (by omega)
    rw [Nat.choose_succ_succ' K a, Nat.choose_succ_succ' K b]
    push_cast
    linear_combination ((K : ℚ) + 1) * hd +
      ((K.choose b : ℚ) + K.choose (b + 1)) * hp -
      ((K.choose a : ℚ) + K.choose (a + 1)) * hq
```

Without $b\le a$ the formula can fail: for $K=1$ and total $(0,2)$ it gives $-1$, while the count is 0. At the smallest size, $K=0$ with total $(0,0)$, it gives 1, the empty sequence.

## Each orbital adds at most one to the first coordinate: $a\le K$

Each orbital contributes at most 1 to $a$. The counting formula doesn't need $a\le K$ as a hypothesis, since both sides vanish beyond it. Particle-hole symmetry, stated with natural-number totals, does: it replaces $(a,b)$ by $(K-b,K-a)$, hence $n$ by $2K-n$, at unchanged spin. By hand, $a-b$ is unchanged and

$$\binom{K+1}{K-b+1}=\binom{K+1}{b},\qquad \binom{K+1}{K-a}=\binom{K+1}{a+1}.$$

The proof of `particle_hole` uses these as `h1` and `h2`, and needs `ha` to make $K-a$ a true difference.

```lean
/-- Particle-hole symmetry: for `b ≤ a ≤ K`, the totals `(a, b)` and `(K - b, K - a)` have equally
many step vectors. -/
theorem particle_hole (K a b : ℕ) (h : b ≤ a) (ha : a ≤ K) :
    numStepVectors K (K - b) (K - a) = numStepVectors K a b := by
  have h1 : (K + 1).choose (K - b + 1) = (K + 1).choose b :=
    Nat.choose_symm_of_eq_add (by omega)
  have h2 : (K + 1).choose (K - a) = (K + 1).choose (a + 1) :=
    Nat.choose_symm_of_eq_add (by omega)
  have hq : (numStepVectors K (K - b) (K - a) : ℚ) = numStepVectors K a b := by
    rw [weyl_paldus K (K - b) (K - a) (by omega), weyl_paldus K a b h, h1, h2,
      Nat.cast_sub (h.trans ha), Nat.cast_sub ha]
    ring
  exact_mod_cast hq
```

Without it, $K=0$ and $(a,b)=(1,0)$ is a counter-example: natural-number subtraction gives the new total $(0,0)$, with one step vector, while $(1,0)$ has none.

For six electrons in six orbitals coupled to a singlet, the total is $(3,3)$ and the count is $\frac17\binom74\binom73=175$.

```lean
/-- Six orbitals with total `(3, 3)` have 175 step vectors. -/
theorem six_orbitals : numStepVectors 6 3 3 = 175 := by
  have h := weyl_paldus 6 3 3 le_rfl
  norm_num [Nat.choose] at h
  exact_mod_cast h

end GUGAStepVectors
```

```lean
#print axioms GUGAStepVectors.numStepVectors_zero_right
#print axioms GUGAStepVectors.particle_hole
#print axioms GUGAStepVectors.six_orbitals
```

```
'GUGAStepVectors.numStepVectors_zero_right' depends on axioms: [propext, Classical.choice, Quot.sound]
'GUGAStepVectors.particle_hole' depends on axioms: [propext, Classical.choice, Quot.sound]
'GUGAStepVectors.six_orbitals' depends on axioms: [propext, Classical.choice, Quot.sound]
```
